# With bonding and antibonding orbitals, the power functional overestimates the energy of two-site stretched H2 for 1/2 < a ≤ 1

## Two electrons, two sites and occupations per spin

When H2 is pulled apart, each atom keeps one electron and the repulsion between electrons on the same atom no longer costs energy. The question is whether a power functional of the one-particle density matrix reproduces this limit. Each atom is represented by one site, hopping is zero, and two electrons on the same site repel with energy U > 0. The sites are equivalent, so the one-body energy is the same constant for every state and is left out.

Orbitals i, j and sites x, y are numbered 0 and 1. The real number φᵢ(x) is the value of orbital i on site x. The occupation νᵢ is counted per spin and lies between 0 and 1, so orbital i holds 2νᵢ electrons. The exponent of the functional, often written α, is called a.

```lean
import Mathlib

open Matrix

namespace StretchedHydrogenPowerFunctional

noncomputable section
```

For an on-site interaction and real orbitals, the Coulomb and exchange integrals coincide:

Kᵢⱼ = U Σₓ φᵢ(x)² φⱼ(x)².

In Lean the orbitals are the rows of the matrix `φ`, whereas coefficient matrices often store them as columns.

```lean
/-- Coulomb integral of the real orbitals `i` and `j` (rows of `φ`) for on-site repulsion `U`;
it is also their exchange integral. -/
def siteIntegral (U : ℝ) (φ : Matrix (Fin 2) (Fin 2) ℝ) (i j : Fin 2) : ℝ :=
  U * ∑ x, φ i x ^ 2 * φ j x ^ 2
```

The Hartree energy is ½ Σᵢⱼ (2νᵢ)(2νⱼ) Kᵢⱼ. The power functional subtracts an exchange-correlation term in which the Hartree-Fock weight νᵢνⱼ is replaced by its a-th power:

E = Σᵢⱼ [2νᵢνⱼ − (νᵢνⱼ)^a] Kᵢⱼ.

The choice a = 1 is the Hartree-Fock form and a = 1/2 is the Müller form. The exponent is a parameter of the approximation and is not derived here.

```lean
/-- Interaction energy of the spin-unpolarised power functional: Hartree energy minus exchange
with weights `(ν i * ν j) ^ a`, where `ν i ≥ 0` is the occupation of orbital `i` per spin. -/
def powerEnergy (U a : ℝ) (φ : Matrix (Fin 2) (Fin 2) ℝ) (ν : Fin 2 → ℝ) : ℝ :=
  ∑ i, ∑ j, (2 * (ν i * ν j) - (ν i * ν j) ^ a) * siteIntegral U φ i j
```

The bonding orbital 0 is (1/√2, 1/√2) and the antibonding orbital 1 is (1/√2, −1/√2).

```lean
/-- The bonding and antibonding orbitals of H2 on two sites. -/
def h2Orbitals : Matrix (Fin 2) (Fin 2) ℝ :=
  !![(√2)⁻¹, (√2)⁻¹; (√2)⁻¹, -(√2)⁻¹]
```

With n the bonding occupation per spin, the antibonding occupation is 1 − n, and the two spins together hold two electrons. Here n is an occupation and not a density.

```lean
/-- Power-functional energy of stretched H2 with bonding occupation `n` and antibonding
occupation `1 - n` per spin. -/
def h2Energy (U a n : ℝ) : ℝ := powerEnergy U a h2Orbitals ![n, 1 - n]
```

The exact reference uses two-electron wavefunctions. A singlet has a symmetric spatial amplitude Ψ(x,y) = Ψ(y,x) with Σₓᵧ Ψ(x,y)² = 1, and its interaction energy is

U Σₓ Ψ(x,x)².

The set `exactEnergies U` collects these values for all real amplitudes of this kind.

```lean
/-- Interaction energies of all normalised real two-electron singlets on two sites, with
symmetric spatial amplitude `Ψ x y`. -/
def exactEnergies (U : ℝ) : Set ℝ :=
  {E | ∃ Ψ : Matrix (Fin 2) (Fin 2) ℝ,
    Ψᵀ = Ψ ∧ ∑ x, ∑ y, Ψ x y ^ 2 = 1 ∧ E = U * ∑ x, Ψ x x ^ 2}
```

## From the orbital sum to a function of n

Each orbital has norm ½ + ½ = 1, and their overlap is ½ − ½ = 0. The matrix equation below states both facts; it confirms that the chosen orbitals are admissible.

```lean
/-- The bonding and antibonding orbitals are orthonormal. -/
theorem h2Orbitals_orthonormal_witness : h2Orbitals * h2Orbitalsᵀ = 1 := by
  have hs : (√2)⁻¹ * (√2)⁻¹ = (1 / 2 : ℝ) := by
    rw [← mul_inv, Real.mul_self_sqrt (by norm_num)]; norm_num
  ext i j
  fin_cases i <;> fin_cases j <;>
    norm_num [h2Orbitals, Matrix.mul_apply, Fin.sum_univ_two, hs]
```

The value at equal occupations will contain the square of (1/2)^a, which simplifies to

2 · ((1/2)^a)² = 2 · 2^(−2a) = 2^(1−2a).

```lean
/-- Twice the square of `(1/2) ^ a` is `2 ^ (1 - 2a)`. -/
theorem two_mul_half_rpow_sq (a : ℝ) :
    2 * ((1 / 2 : ℝ) ^ a) ^ 2 = 2 ^ (1 - 2 * a) := by
  rw [Real.rpow_sub two_pos, Real.rpow_one, one_div, Real.inv_rpow zero_le_two,
    two_mul a, Real.rpow_add two_pos, div_eq_mul_inv, inv_pow, sq]
```

For nonnegative occupations, (νᵢνⱼ)^a = νᵢ^a νⱼ^a. At each site the double sums over i and j therefore become squares:

E = U Σₓ [2 (Σᵢ νᵢ φᵢ(x)²)² − (Σᵢ νᵢ^a φᵢ(x)²)²].

The first inner sum is the density per spin at site x. For orthonormal orbitals, the second is the diagonal element at x of the a-th power of the density matrix. The algebraic identity itself needs no orthonormality. In the proof, `Real.mul_rpow` splits the power and `ring` compares the expanded sums.

```lean
/-- For nonnegative occupations the power functional is `U` times the sum over sites `x` of twice
the square of `∑ i, ν i * φ i x ^ 2` minus the square of `∑ i, ν i ^ a * φ i x ^ 2`. -/
theorem powerEnergy_eq_sites (U a : ℝ) (φ : Matrix (Fin 2) (Fin 2) ℝ) {ν : Fin 2 → ℝ}
    (hν : ∀ i, 0 ≤ ν i) :
    powerEnergy U a φ ν =
      U * ∑ x, (2 * (∑ i, ν i * φ i x ^ 2) ^ 2 - (∑ i, ν i ^ a * φ i x ^ 2) ^ 2) := by
  have h : ∀ i j, (ν i * ν j) ^ a = ν i ^ a * ν j ^ a :=
    fun i j => Real.mul_rpow (hν i) (hν j)
  simp only [powerEnergy, siteIntegral, Fin.sum_univ_two, h]
  ring
```

Both H2 orbitals have φᵢ(x)² = 1/2 on both sites. The density per spin is then ½ · (n + 1 − n) = 1/2, and the second inner sum is s/2, where

s = n^a + (1 − n)^a.

Adding the two equal site contributions gives

E(n) = 2U [2 · ¼ − s²/4] = U (1 − s²/2).

The theorem states this for every n in [0, 1], written `Set.Icc (0 : ℝ) 1`. The step `hsq` supplies the orbital weights.

```lean
/-- The power-functional energy of stretched H2 as a function of the bonding occupation `n` in
`[0, 1]`. -/
theorem h2Energy_eq (U a : ℝ) {n : ℝ} (hn : n ∈ Set.Icc (0 : ℝ) 1) :
    h2Energy U a n = U * (1 - (n ^ a + (1 - n) ^ a) ^ 2 / 2) := by
  have hν : ∀ i, 0 ≤ (![n, 1 - n] : Fin 2 → ℝ) i :=
    Fin.forall_fin_two.2 ⟨hn.1, sub_nonneg.2 hn.2⟩
  -- each orbital has weight one half on each site
  have hsq : ∀ i x, h2Orbitals i x ^ 2 = 1 / 2 := by
    intro i x
    fin_cases i <;> fin_cases x <;> simp [h2Orbitals]
  have e0 : (![n, 1 - n] : Fin 2 → ℝ) 0 = n := rfl
  have e1 : (![n, 1 - n] : Fin 2 → ℝ) 1 = 1 - n := rfl
  rw [h2Energy, powerEnergy_eq_sites U a _ hν]
  simp only [Fin.sum_univ_two, hsq, e0, e1]
  ring
```

## The minimum lies at equal occupations

For 0 < a ≤ 1 the function t ↦ t^a is concave on t ≥ 0. The midpoint of n and 1 − n is 1/2, so

½ n^a + ½ (1 − n)^a ≤ (1/2)^a.

Hence 0 ≤ s ≤ 2 · (1/2)^a. Squaring and halving gives s²/2 ≤ 2 · ((1/2)^a)² = 2^(1−2a), and therefore

E(n) ≥ U (1 − 2^(1−2a)).

At n = 1/2 we have s = 2 · (1/2)^a, and equality holds. The theorem contains both parts: the value at 1/2 and the lower bound on the whole interval. In Lean, `h` is the midpoint inequality, `h2` bounds s, and `h3` squares the bound.

```lean
/-- For `U > 0` and `0 < a ≤ 1` the power-functional energy `h2Energy U a n` has the minimum
`U (1 - 2 ^ (1 - 2a))` over `n` in `[0, 1]`, attained at `n = 1/2`. -/
theorem h2Energy_minimum {U a : ℝ} (hU : 0 < U) (ha : 0 < a) (ha1 : a ≤ 1) :
    h2Energy U a (1 / 2) = U * (1 - 2 ^ (1 - 2 * a)) ∧
      ∀ n ∈ Set.Icc (0 : ℝ) 1, U * (1 - 2 ^ (1 - 2 * a)) ≤ h2Energy U a n := by
  constructor
  · rw [h2Energy_eq U a ⟨by norm_num, by norm_num⟩,
      show (1 : ℝ) - 1 / 2 = 1 / 2 by norm_num, ← two_mul_half_rpow_sq a]
    ring
  · intro n hn
    have hm : 0 ≤ 1 - n := sub_nonneg.2 hn.2
    -- concavity of the power, applied to the midpoint of n and 1 - n
    have h := (Real.concaveOn_rpow ha.le ha1).2 (Set.mem_Ici.2 hn.1) (Set.mem_Ici.2 hm)
      (by norm_num : (0 : ℝ) ≤ 1 / 2) (by norm_num : (0 : ℝ) ≤ 1 / 2) (by norm_num)
    have e : (1 / 2 : ℝ) * n + 1 / 2 * (1 - n) = 1 / 2 := by ring
    simp only [smul_eq_mul, e] at h
    have h0 : 0 ≤ n ^ a + (1 - n) ^ a :=
      add_nonneg (Real.rpow_nonneg hn.1 a) (Real.rpow_nonneg hm a)
    have h2 : n ^ a + (1 - n) ^ a ≤ 2 * (1 / 2 : ℝ) ^ a := by linarith
    have h3 := pow_le_pow_left₀ h0 h2 2
    rw [h2Energy_eq U a hn, ← two_mul_half_rpow_sq a]
    apply mul_le_mul_of_nonneg_left _ hU.le
    nlinarith [h3]
```

The upper bound on a is needed. For any a > 1, the single occupied orbital n = 1 has energy U/2, which is below U (1 − 2^(1−2a)). With a = 2 the two values are U/2 and 7U/8, so equal occupations no longer give the minimum.

For 0 < a < 1 the power is strictly concave. If n ≠ 1/2, then n and 1 − n differ, the midpoint inequality is strict, and E(n) > E(1/2). At a = 1 uniqueness fails, because s = 1 and E(n) = U/2 for every n.

```lean
/-- For `U > 0` and `0 < a < 1` every bonding occupation in `[0, 1]` other than `1/2` has a strictly
higher power-functional energy than `n = 1/2`. -/
theorem h2Energy_minimizer_unique {U a n : ℝ} (hU : 0 < U) (ha : 0 < a) (ha1 : a < 1)
    (hn : n ∈ Set.Icc (0 : ℝ) 1) (hne : n ≠ 1 / 2) :
    h2Energy U a (1 / 2) < h2Energy U a n := by
  have hm : 0 ≤ 1 - n := sub_nonneg.2 hn.2
  have hd : n ≠ 1 - n := fun h => hne (by linarith)
  -- strict concavity, since n and 1 - n differ
  have h := (Real.strictConcaveOn_rpow ha ha1).2 (Set.mem_Ici.2 hn.1) (Set.mem_Ici.2 hm) hd
    (by norm_num : (0 : ℝ) < 1 / 2) (by norm_num : (0 : ℝ) < 1 / 2) (by norm_num)
  have e : (1 / 2 : ℝ) * n + 1 / 2 * (1 - n) = 1 / 2 := by ring
  simp only [smul_eq_mul, e] at h
  have h0 : 0 ≤ n ^ a + (1 - n) ^ a :=
    add_nonneg (Real.rpow_nonneg hn.1 a) (Real.rpow_nonneg hm a)
  have h2 : n ^ a + (1 - n) ^ a < 2 * (1 / 2 : ℝ) ^ a := by linarith
  rw [(h2Energy_minimum hU ha ha1.le).1, h2Energy_eq U a hn, ← two_mul_half_rpow_sq a]
  apply mul_lt_mul_of_pos_left _ hU
  nlinarith [h2, h0]
```

## The exact energy and the sign of the error

Every exact energy is U times a sum of squares, so none is negative. The covalent amplitude

Ψ(0,1) = Ψ(1,0) = 1/√2, Ψ(0,0) = Ψ(1,1) = 0

is symmetric and normalised, and it never places both electrons on one site. Its energy is zero. `IsLeast` expresses the two facts together: zero belongs to the set of energies and is a lower bound for it.

```lean
/-- For `U > 0` the minimal interaction energy of normalised real two-electron singlets on two sites
is zero. -/
theorem exact_minimum {U : ℝ} (hU : 0 < U) : IsLeast (exactEnergies U) 0 := by
  constructor
  · -- the covalent amplitude never puts both electrons on one site
    refine ⟨!![0, (√2)⁻¹; (√2)⁻¹, 0], ?_, ?_, ?_⟩
    · ext i j
      fin_cases i <;> fin_cases j <;> simp
    · norm_num [Fin.sum_univ_two]
    · simp [Fin.sum_univ_two]
  · rintro E ⟨Ψ, -, -, rfl⟩
    positivity
```

Let E now denote the minimum of the functional over n, and E₀ the exact minimum. The dissociation error is

E − E₀ = U (1 − 2^(1−2a)).

Since U > 0, it is positive exactly when 2^(1−2a) < 1 = 2^0. The function t ↦ 2^t is strictly increasing, so this means 1 − 2a < 0, or a > 1/2. The error vanishes exactly when 1 − 2a = 0, or a = 1/2. For 0 < a < 1/2 it is therefore negative. As an example, a = 3/4 gives an error of U (1 − 1/√2), about 0.29 U.

The theorem takes E and E₀ as any numbers that are least elements of the two energy sets. The previous results show that both exist, and `unique` identifies them with the computed values. The comparison of exponents is `Real.rpow_lt_rpow_left_iff`, used in both directions.

```lean
/-- For `U > 0` and `0 < a ≤ 1`, let `E` be the minimum over `n` in `[0, 1]` of the power-functional
energy with the fixed bonding and antibonding orbitals. It lies above the exact minimum `E₀` exactly
when `a > 1/2`, and equals it exactly when `a = 1/2`. -/
theorem dissociation_error {U a E E₀ : ℝ} (hU : 0 < U) (ha : 0 < a) (ha1 : a ≤ 1)
    (hE : IsLeast (h2Energy U a '' Set.Icc 0 1) E) (hE₀ : IsLeast (exactEnergies U) E₀) :
    (0 < E - E₀ ↔ 1 / 2 < a) ∧ (E - E₀ = 0 ↔ a = 1 / 2) := by
  obtain ⟨hhalf, hmin⟩ := h2Energy_minimum hU ha ha1
  have hL : IsLeast (h2Energy U a '' Set.Icc 0 1) (U * (1 - 2 ^ (1 - 2 * a))) := by
    refine ⟨⟨1 / 2, ⟨by norm_num, by norm_num⟩, hhalf⟩, ?_⟩
    rintro _ ⟨n, hn, rfl⟩
    exact hmin n hn
  rw [hE.unique hL, hE₀.unique (exact_minimum hU), sub_zero]
  -- compare 2 ^ (1 - 2a) with 2 ^ 0
  have hlt := Real.rpow_lt_rpow_left_iff (x := 2) (y := 1 - 2 * a) (z := 0) one_lt_two
  have hgt := Real.rpow_lt_rpow_left_iff (x := 2) (y := 0) (z := 1 - 2 * a) one_lt_two
  rw [Real.rpow_zero] at hlt hgt
  constructor
  · rw [mul_pos_iff_of_pos_left hU, sub_pos, hlt]
    constructor <;> intro h <;> linarith
  · constructor
    · intro h
      have hw : (1 : ℝ) - 2 ^ (1 - 2 * a) = 0 := (mul_eq_zero.1 h).resolve_left hU.ne'
      have h1 : ¬ (1 - 2 * a < 0) := fun h' => by linarith [hlt.2 h']
      have h2 : ¬ (0 < 1 - 2 * a) := fun h' => by linarith [hgt.2 h']
      linarith [not_lt.1 h1, not_lt.1 h2]
    · rintro rfl
      norm_num

end

end StretchedHydrogenPowerFunctional
```

```lean
#print axioms StretchedHydrogenPowerFunctional.h2Energy_eq
-- 'StretchedHydrogenPowerFunctional.h2Energy_eq' depends on axioms: [propext, Classical.choice, Quot.sound]
#print axioms StretchedHydrogenPowerFunctional.h2Energy_minimizer_unique
-- 'StretchedHydrogenPowerFunctional.h2Energy_minimizer_unique' depends on axioms: [propext, Classical.choice, Quot.sound]
#print axioms StretchedHydrogenPowerFunctional.dissociation_error
-- 'StretchedHydrogenPowerFunctional.dissociation_error' depends on axioms: [propext, Classical.choice, Quot.sound]
```

## Fixed orbitals and the real molecule

In density-matrix functional theory, the result shows how the choice of exponent affects the description of static correlation at dissociation, for a two-site model with zero hopping and fixed bonding and antibonding orbitals. Within that model, an exponent strictly between the Müller and Hartree-Fock values leaves a positive error even after the occupations have been optimised.

A full minimisation of the functional also varies the orbitals, which can only keep the minimum or lower it. For 1/2 < a ≤ 1 and real orthonormal orbitals the error still stays positive, by an argument that is not formalised here. Let ρₓ = Σᵢ νᵢ φᵢ(x)² be the density per spin at site x, so that ρ₀ + ρ₁ = 1. The weights φᵢ(x)² sum to 1 over i, so concavity gives Σᵢ νᵢ^a φᵢ(x)² ≤ ρₓ^a, and the energy is at least U Σₓ (2ρₓ² − ρₓ^(2a)). Here 2(ρ₀² + ρ₁²) ≥ 1, with equality only for ρ₀ = ρ₁ = 1/2, whereas ρ₀^(2a) + ρ₁^(2a) ≤ 1, with equality only if one site is empty. Both equalities cannot hold together, so every such energy is positive. The minimum is one of these energies, because the energy is continuous and the allowed orbitals and occupations form a compact set.

The step from the model to the molecule is the reduction of each distant hydrogen atom to one site with a single repulsion U. This leaves out changes in the shape of the atomic orbitals, which a calculation in a larger basis would allow.
